# Reid's steering bound: inferred mean square errors of x and p in a finite local hidden state model multiply to at least ħ²/4

Let $x$ and $p$ be symmetric operators on a common invariant domain with $[x,p]=i\hbar$. Take finitely many unit vectors $\psi_k$ in this domain with probabilities $w_k$, and any real estimates $g_k$, $h_k$ of the two observables. Then

$$
\Big(\sum_k w_k\langle (x-g_k)^2\rangle_k\Big)\Big(\sum_k w_k\langle (p-h_k)^2\rangle_k\Big)\;\ge\;\frac{\hbar^2}{4},
$$

where $\langle\cdot\rangle_k$ is the expectation value in $\psi_k$. The same bound holds when the estimates are read off from random answers of a distant party who has access only to $k$. Such a description of the two parties is called a local hidden state model, and steering means that no local hidden state model, finite or not, reproduces the data.

## Testing simulated quadrature data for steering

A code that simulates two entangled modes can compute how well outcomes on one mode predict $x$ and $p$ on the other. If the product of the two mean square errors falls below $\hbar^2/4$, no local hidden state model with finitely many hidden states and outcomes reproduces those errors.

The threshold depends on the quadrature convention, since $\hbar$ stands for whatever constant the commutator has in the code. With $[x,p]=i$ it is $1/4$; with $[x,p]=2i$ it is $1$. The bound concerns exact expectation values, so an estimate from a finite sample needs an error bar before it is compared with the threshold.

Truncated number-basis matrices need care. The trace of a commutator of matrices is zero, so $[x,p]=i\hbar$ with $\hbar\neq0$ fails in every nonzero finite dimension. For the usual truncated ladder operators the defect sits in the highest retained level, whose population should therefore be monitored.

## From the commutator to the averaged bound

**One state.** Write $x_g=x-g$ and $p_h=p-h$. Since $g$ and $h$ are real, both operators are symmetric, and $[x_g,p_h]=[x,p]=i\hbar$. Hence

$$\langle\psi,x_g^2\psi\rangle=\|x_g\psi\|^2=:u^2,\qquad \langle\psi,p_h^2\psi\rangle=\|p_h\psi\|^2=:v^2,$$

with $u,v\ge0$. For the overlap $z=\langle x_g\psi,p_h\psi\rangle$ in a unit state,

$$z-\bar z=\langle\psi,[x_g,p_h]\psi\rangle=i\hbar,\qquad\text{so}\qquad \operatorname{Im}z=\hbar/2.$$

Cauchy–Schwarz gives $|\hbar|/2\le|z|\le uv$. For every real $t$, expanding $(|t|u-v)^2\ge0$ yields

$$t^2u^2+v^2\ge 2|t|uv\ge|\hbar|\,|t|\ge\hbar t.$$

**The ensemble.** Let $U$ and $V$ be the averaged errors of $x$ and $p$. The last inequality is linear in the errors, so averaging with weights $w_k$ gives $Ut^2-\hbar t+V\ge0$ for all real $t$. The discriminant is then nonpositive: $\hbar^2-4UV\le0$.

**Random answers.** Suppose that the distant party, given $k$, answers $a$ with probability $P_{ka}$ in the measurement used to infer $x$, and $b$ with probability $Q_{kb}$ in the one used to infer $p$. The estimates are $g_a$ and $h_b$. Apply the ensemble bound to the index $(k,a,b)$ with weight $w_kP_{ka}Q_{kb}$. These weights sum to one. In the $x$ error the sum over $b$ gives $\sum_bQ_{kb}=1$; in the $p$ error the sum over $a$ gives $\sum_aP_{ka}=1$. What remains is the product of the two inferred errors. The joint weight is only a device: the two measurements need not be made together.

**Equality.** Suppose $(x-g_k)\psi_k=-is(p-h_k)\psi_k$ for all $k$, with one real $s$. Taking norms gives $U=s^2V$. The overlap becomes $\operatorname{Im}z=s\|(p-h_k)\psi_k\|^2=\hbar/2$, and averaging gives $sV=\hbar/2$. Thus $UV=(sV)^2=\hbar^2/4$.

## Two coherent states with unreliable answers

Set $\hbar=1$ and take two coherent states with equal weights, centred at $x=\pm1$ and $p=0$. Each has variance $1/2$ in both observables. If the answers always identify the state, the estimates $\pm1$ for $x$ and $0$ for $p$ give errors $1/2$ and $1/2$, with product $1/4$: equality.

Now let the answer for $x$ be wrong with probability $1/4$, while the estimates stay at $\pm1$. A wrong estimate misses the centre by $2$, so the $x$ error is $1/2+\tfrac14\cdot4=3/2$ and the product rises to $3/4$.

## Lean source for the bound and its equality case

```lean
import Mathlib

open Finset

namespace ReidSteering

noncomputable section

/- The operators act on a common invariant domain, such as the Schwartz functions for
position and momentum; that instance is not constructed in this file. -/

variable {E : Type*} [NormedAddCommGroup E] [InnerProductSpace ℂ E]

/-- A canonical pair: two symmetric operators with commutator `i hbar`. -/
structure IsCanonicalPair (x p : E →ₗ[ℂ] E) (hbar : ℝ) : Prop where
  x_symm : x.IsSymmetric
  p_symm : p.IsSymmetric
  comm : ∀ ψ, x (p ψ) - p (x ψ) = (Complex.I * (hbar : ℂ)) • ψ

/-- The error operator `A - c` of an observable `A` with real estimate `c`. -/
def shift (A : E →ₗ[ℂ] E) (c : ℝ) : E →ₗ[ℂ] E := A - (c : ℂ) • LinearMap.id

/-- The mean square error `⟨(A - c)²⟩` of the estimate `c` in the state `ψ`. -/
def meanSqError (A : E →ₗ[ℂ] E) (c : ℝ) (ψ : E) : ℝ :=
  (inner ℂ ψ (shift A c (shift A c ψ))).re

/-- The mean square error of `A` in a local hidden state model: the hidden state `ψ k` occurs
with weight `w k`, the distant party answers `a` with probability `R k a`, and `A` is then
estimated by `est a`. -/
def inferredError {K O : Type*} [Fintype K] [Fintype O] (A : E →ₗ[ℂ] E)
    (w : K → ℝ) (ψ : K → E) (R : K → O → ℝ) (est : O → ℝ) : ℝ :=
  ∑ k, w k * ∑ a, R k a * meanSqError A (est a) (ψ k)

/-- Subtracting a real estimate from a symmetric operator leaves it symmetric. -/
theorem shift_symm {A : E →ₗ[ℂ] E} (hA : A.IsSymmetric) (c : ℝ) :
    (shift A c).IsSymmetric := by
  intro u v
  simp only [shift, LinearMap.sub_apply, LinearMap.smul_apply, LinearMap.id_apply,
    inner_sub_left, inner_sub_right, inner_smul_left, inner_smul_right, Complex.conj_ofReal]
  rw [hA u v]

/-- For a symmetric observable the mean square error is the squared length of `(A - c)ψ`. -/
theorem meanSqError_eq_norm_sq {A : E →ₗ[ℂ] E} (hA : A.IsSymmetric) (c : ℝ) (ψ : E) :
    meanSqError A c ψ = ‖shift A c ψ‖ ^ 2 := by
  rw [meanSqError, ← shift_symm hA c ψ (shift A c ψ)]
  exact inner_self_eq_norm_sq (𝕜 := ℂ) _

/-- In a unit state, the overlap of `(x - g)ψ` with `(p - h)ψ` has imaginary part `hbar/2`. -/
theorem im_error_overlap {x p : E →ₗ[ℂ] E} {hbar : ℝ} (H : IsCanonicalPair x p hbar)
    (g h : ℝ) {ψ : E} (hψ : ‖ψ‖ = 1) :
    (inner ℂ (shift x g ψ) (shift p h ψ)).im = hbar / 2 := by
  -- the estimates drop out of the commutator
  have hc : shift x g (shift p h ψ) - shift p h (shift x g ψ)
      = (Complex.I * (hbar : ℂ)) • ψ := by
    rw [← H.comm ψ]
    simp only [shift, LinearMap.sub_apply, LinearMap.smul_apply, LinearMap.id_apply,
      map_sub, map_smul]
    module
  have h1 : inner ℂ (shift x g ψ) (shift p h ψ) - inner ℂ (shift p h ψ) (shift x g ψ)
      = Complex.I * (hbar : ℂ) := by
    rw [shift_symm H.x_symm g ψ (shift p h ψ), shift_symm H.p_symm h ψ (shift x g ψ),
      ← inner_sub_right, hc, inner_smul_right, inner_self_eq_norm_sq_to_K, hψ]
    simp
  have h2 : (inner ℂ (shift p h ψ) (shift x g ψ)).im
      = -(inner ℂ (shift x g ψ) (shift p h ψ)).im := by
    rw [← inner_conj_symm (shift p h ψ) (shift x g ψ), Complex.conj_im]
  have h3 := congrArg Complex.im h1
  have h4 : (Complex.I * (hbar : ℂ)).im = hbar := by simp
  rw [Complex.sub_im, h2, h4] at h3
  linarith

/-- For every real `t`, a unit state satisfies
`hbar t ≤ t² ⟨(x - g)²⟩ + ⟨(p - h)²⟩`. -/
theorem weighted_error_bound {x p : E →ₗ[ℂ] E} {hbar : ℝ} (H : IsCanonicalPair x p hbar)
    (g h t : ℝ) {ψ : E} (hψ : ‖ψ‖ = 1) :
    hbar * t ≤ t ^ 2 * meanSqError x g ψ + meanSqError p h ψ := by
  rw [meanSqError_eq_norm_sq H.x_symm, meanSqError_eq_norm_sq H.p_symm]
  -- Cauchy-Schwarz for the two error vectors
  have h1 : |hbar / 2| ≤ ‖shift x g ψ‖ * ‖shift p h ψ‖ := by
    rw [← im_error_overlap H g h hψ]
    exact (Complex.abs_im_le_norm _).trans (norm_inner_le_norm _ _)
  have h2 : hbar / 2 * t ≤ ‖shift x g ψ‖ * ‖shift p h ψ‖ * |t| := by
    calc hbar / 2 * t ≤ |hbar / 2 * t| := le_abs_self _
      _ = |hbar / 2| * |t| := abs_mul _ _
      _ ≤ _ := mul_le_mul_of_nonneg_right h1 (abs_nonneg t)
  have h3 : (|t| * ‖shift x g ψ‖) ^ 2 = t ^ 2 * ‖shift x g ψ‖ ^ 2 := by
    rw [mul_pow, sq_abs]
  nlinarith [sq_nonneg (|t| * ‖shift x g ψ‖ - ‖shift p h ψ‖)]

/-- Reid's bound: for a finite ensemble of unit states with arbitrary real estimates of `x` and `p`
in each state, the product of the averaged mean square errors is at least `hbar²/4`. -/
theorem reid_bound {x p : E →ₗ[ℂ] E} {hbar : ℝ} (H : IsCanonicalPair x p hbar)
    {K : Type*} [Fintype K] (w : K → ℝ) (ψ : K → E) (g h : K → ℝ)
    (hw : ∀ k, 0 ≤ w k) (hw1 : ∑ k, w k = 1) (hψ : ∀ k, ‖ψ k‖ = 1) :
    hbar ^ 2 / 4 ≤ (∑ k, w k * meanSqError x (g k) (ψ k))
      * (∑ k, w k * meanSqError p (h k) (ψ k)) := by
  -- the bound linear in the errors survives averaging
  have key : ∀ t : ℝ, 0 ≤ (∑ k, w k * meanSqError x (g k) (ψ k)) * (t * t)
      + (-hbar) * t + ∑ k, w k * meanSqError p (h k) (ψ k) := by
    intro t
    have h1 : ∑ k, w k * (hbar * t)
        ≤ ∑ k, w k * (t ^ 2 * meanSqError x (g k) (ψ k) + meanSqError p (h k) (ψ k)) :=
      Finset.sum_le_sum fun k _ =>
        mul_le_mul_of_nonneg_left (weighted_error_bound H (g k) (h k) t (hψ k)) (hw k)
    have h2 : ∑ k, w k * (t ^ 2 * meanSqError x (g k) (ψ k) + meanSqError p (h k) (ψ k))
        = t ^ 2 * (∑ k, w k * meanSqError x (g k) (ψ k))
          + ∑ k, w k * meanSqError p (h k) (ψ k) := by
      rw [Finset.mul_sum, ← Finset.sum_add_distrib]
      exact Finset.sum_congr rfl fun k _ => by ring
    rw [← Finset.sum_mul, hw1, h2] at h1
    linarith
  -- a nonnegative quadratic in `t` has nonpositive discriminant
  have hd := discrim_le_zero key
  unfold discrim at hd
  linarith

/-- In a local hidden state model with finitely many pure hidden states and finitely many answers,
where `P` and `Q` are the response probabilities for the two measurements, the product of the
inferred errors of `x` and `p` is at least `hbar²/4`. -/
theorem local_hidden_state_bound {x p : E →ₗ[ℂ] E} {hbar : ℝ} (H : IsCanonicalPair x p hbar)
    {K O O' : Type*} [Fintype K] [Fintype O] [Fintype O'] (w : K → ℝ) (ψ : K → E)
    (P : K → O → ℝ) (Q : K → O' → ℝ) (g : O → ℝ) (h : O' → ℝ)
    (hw : ∀ k, 0 ≤ w k) (hw1 : ∑ k, w k = 1) (hψ : ∀ k, ‖ψ k‖ = 1)
    (hP : ∀ k a, 0 ≤ P k a) (hP1 : ∀ k, ∑ a, P k a = 1)
    (hQ : ∀ k b, 0 ≤ Q k b) (hQ1 : ∀ k, ∑ b, Q k b = 1) :
    hbar ^ 2 / 4 ≤ inferredError x w ψ P g * inferredError p w ψ Q h := by
  -- enlarge the hidden variable by the two responses
  have main := reid_bound H (K := K × O × O')
    (fun i => w i.1 * (P i.1 i.2.1 * Q i.1 i.2.2)) (fun i => ψ i.1)
    (fun i => g i.2.1) (fun i => h i.2.2)
    (fun i => mul_nonneg (hw _) (mul_nonneg (hP _ _) (hQ _ _)))
    (by simp only [Fintype.sum_prod_type, ← Finset.mul_sum, hQ1, mul_one, hP1, hw1])
    (fun i => hψ i.1)
  simp only [Fintype.sum_prod_type] at main
  -- sum out the response that is not used
  have hX : ∑ k, ∑ a, ∑ b, w k * (P k a * Q k b) * meanSqError x (g a) (ψ k)
      = inferredError x w ψ P g := by
    unfold inferredError
    refine Finset.sum_congr rfl fun k _ => ?_
    rw [Finset.mul_sum]
    refine Finset.sum_congr rfl fun a _ => ?_
    calc _ = ∑ b, (w k * (P k a * meanSqError x (g a) (ψ k))) * Q k b :=
          Finset.sum_congr rfl fun b _ => by ring
      _ = _ := by rw [← Finset.mul_sum, hQ1 k, mul_one]
  have hY : ∑ k, ∑ a, ∑ b, w k * (P k a * Q k b) * meanSqError p (h b) (ψ k)
      = inferredError p w ψ Q h := by
    unfold inferredError
    refine Finset.sum_congr rfl fun k _ => ?_
    rw [Finset.sum_comm, Finset.mul_sum]
    refine Finset.sum_congr rfl fun b _ => ?_
    calc _ = ∑ a, (w k * (Q k b * meanSqError p (h b) (ψ k))) * P k a :=
          Finset.sum_congr rfl fun a _ => by ring
      _ = _ := by rw [← Finset.mul_sum, hP1 k, mul_one]
  rwa [hX, hY] at main

/-- The product of averaged errors equals `hbar²/4` if all states of the ensemble satisfy
`(x - g)ψ = -i s (p - h)ψ` with one common real `s`. -/
theorem reid_bound_saturated {x p : E →ₗ[ℂ] E} {hbar : ℝ} (H : IsCanonicalPair x p hbar)
    {K : Type*} [Fintype K] (w : K → ℝ) (ψ : K → E) (g h : K → ℝ) (s : ℝ)
    (hw1 : ∑ k, w k = 1) (hψ : ∀ k, ‖ψ k‖ = 1)
    (hs : ∀ k, shift x (g k) (ψ k) = (-(Complex.I * (s : ℂ))) • shift p (h k) (ψ k)) :
    (∑ k, w k * meanSqError x (g k) (ψ k)) * (∑ k, w k * meanSqError p (h k) (ψ k))
      = hbar ^ 2 / 4 := by
  have hU : ∀ k, meanSqError x (g k) (ψ k) = s ^ 2 * meanSqError p (h k) (ψ k) := by
    intro k
    have hn : ‖-(Complex.I * (s : ℂ))‖ ^ 2 = s ^ 2 := by simp
    rw [meanSqError_eq_norm_sq H.x_symm, meanSqError_eq_norm_sq H.p_symm, hs k,
      norm_smul, mul_pow, hn]
  -- the commutator fixes the momentum error
  have hV : ∀ k, s * meanSqError p (h k) (ψ k) = hbar / 2 := by
    intro k
    have h1 := im_error_overlap H (g k) (h k) (hψ k)
    have hre : (inner ℂ (shift p (h k) (ψ k)) (shift p (h k) (ψ k))).re
        = ‖shift p (h k) (ψ k)‖ ^ 2 := inner_self_eq_norm_sq (𝕜 := ℂ) _
    have c1 : (starRingEnd ℂ (-(Complex.I * (s : ℂ)))).re = 0 := by simp
    have c2 : (starRingEnd ℂ (-(Complex.I * (s : ℂ)))).im = s := by simp
    rw [hs k, inner_smul_left, Complex.mul_im, c1, c2, hre, zero_mul, zero_add] at h1
    rw [meanSqError_eq_norm_sq H.p_symm, h1]
  have hA : ∑ k, w k * meanSqError x (g k) (ψ k)
      = s ^ 2 * ∑ k, w k * meanSqError p (h k) (ψ k) := by
    rw [Finset.mul_sum]
    exact Finset.sum_congr rfl fun k _ => by rw [hU k]; ring
  have hB : s * ∑ k, w k * meanSqError p (h k) (ψ k) = hbar / 2 := by
    rw [Finset.mul_sum]
    calc _ = ∑ k, w k * (hbar / 2) :=
          Finset.sum_congr rfl fun k _ => by rw [← hV k]; ring
      _ = _ := by rw [← Finset.sum_mul, hw1, one_mul]
  rw [hA]
  calc _ = (s * ∑ k, w k * meanSqError p (h k) (ψ k)) ^ 2 := by ring
    _ = _ := by rw [hB]; ring

end

end ReidSteering
```

```lean
#print axioms ReidSteering.local_hidden_state_bound
#print axioms ReidSteering.reid_bound_saturated
```

```
'ReidSteering.local_hidden_state_bound' depends on axioms: [propext, Classical.choice, Quot.sound]
'ReidSteering.reid_bound_saturated' depends on axioms: [propext, Classical.choice, Quot.sound]
```

## Reach of the theorems and how the file proves them

The space `E` is the common domain, and completeness is not assumed. For $\hbar\neq0$ a nonzero `E` cannot be complete, since symmetric operators defined on a whole Hilbert space are bounded and bounded operators cannot satisfy the commutator. `IsCanonicalPair` holds the symmetry of both operators and the commutator, assumed on every vector of `E`. The file does not construct position and momentum on Schwartz functions as an instance. The sign of `hbar` is free. `meanSqError` is the real part of $\langle\psi,(A-c)^2\psi\rangle$, and `inferredError` averages it over hidden states and answers.

`shift_symm` and `meanSqError_eq_norm_sq` turn errors into squared norms. `im_error_overlap` finds $\operatorname{Im}z$, with `module` cancelling the estimates in the commutator. In `weighted_error_bound`, `nlinarith` receives the square $(|t|u-v)^2$. `reid_bound` averages and applies `discrim_le_zero`. `local_hidden_state_bound` uses the triple index `K × O × O'` and sums out the unused answer. `reid_bound_saturated` gives a sufficient condition for equality, not a necessary one.

Hidden states are pure, and the sets of hidden states and answers are finite, so binned answers of the distant party fit but a continuous answer does not. The observables $x$ and $p$ themselves are not binned. The theorems constrain local hidden state models; they do not exhibit an entangled state that violates the bound.
